# The four-external exchange contraction as a projected AO exchange matrix

## Four external labels in a pair equation

When a pair of electrons is correlated by double excitations, its amplitudes $T_{cd}$ describe the two electrons moving into external orbitals $c$ and $d$. The equations for these amplitudes contain the term

$$E_{ab}=\sum_{cd}(ac,bd)\,T_{cd},$$

in which all four labels of the integral are external. External orbitals usually far outnumber the occupied ones, so these integrals form the largest class of transformed integrals. Can $E$ be computed without producing them?

Let $(m\nu,ls)$ be the integrals over atomic orbitals (AOs), with $m,\nu$ belonging to electron 1 and $l,s$ to electron 2. Let column $c$ of the matrix $C$ hold the AO coefficients of external orbital $c$. The AO exchange matrix of a matrix $D$ is

$$K(D)_{ml}=\sum_{\nu s}(m\nu,ls)\,D_{\nu s}.$$

For real orbitals the answer is $E=C^T K(CTC^T)\,C$. In a finite basis, the four-external term of a configuration-interaction or coupled-pair calculation therefore needs only AO integrals and two-index transformations. The gain is that the four-external integrals are neither produced nor stored. The AO integrals must still be stored or recomputed, and the contraction itself now runs over AO labels.

## The statement for real and complex orbitals

The general theorem, `externalExchange_eq_ao`, lets $a$ and $b$ come from orbital sets $A$ and $B$ that may differ from $C$. If these are occupied orbitals, it covers terms with fewer external labels. It states

$$E=A^\dagger K(CTC^T)\,B^*.$$

In Lean, `g m ν l s` is $(m\nu,ls)$, the type `n` labels AOs, `v` labels external orbitals, and `𝕜` is the real or complex numbers. `moIntegral` is the explicit fourfold sum, with $a$ and $b$ conjugated. `externalExchange` contracts it with $T$, while `exchange` is defined separately from AO integrals. The matrix $B^*$ is written `(Bᴴ)ᵀ`. The theorem `fourExternal_real` gives the real formula element by element, with the transformed integral written out.

The array `g` is arbitrary, and the orbitals need not be orthonormal. Only the two transposition theorems assume $(m\nu,ls)=(ls,m\nu)$, which expresses that the repulsion is unchanged when the two electrons are exchanged. The amplitude equations themselves, and the evaluation of integrals from basis functions, are not treated.

## Summing over the amplitudes first

Insert the transformed integral and collect the factors that depend on $c$ and $d$:

$$\begin{aligned}
E_{ab}&=\sum_{cd}\sum_{ml\nu s}A_{ma}^*C_{\nu c}B_{lb}^*C_{sd}\,(m\nu,ls)\,T_{cd}\\
&=\sum_{ml}A_{ma}^*\Big[\sum_{\nu s}(m\nu,ls)\Big(\sum_{cd}C_{\nu c}T_{cd}C_{sd}\Big)\Big]B_{lb}^*.
\end{aligned}$$

The inner bracket is $D_{\nu s}$ with $D=CTC^T$, the amplitudes transformed back to the AO basis. The square bracket is $K(D)_{ml}$, and the outer sums are the two projections. For real orbitals with $A=B=C$, the conjugations disappear and the formula becomes $C^TK(D)C$.

The complex case invites a slip: by analogy with a density matrix, one writes $CTC^\dagger$. But $c$ and $d$ are both unconjugated in the integral, so the plain transpose is correct. With one AO, $C=A=B=i$, $T=1$ and a unit integral, $E=1$. The correct formula gives $(-i)(-1)(-i)=1$, whereas $CTC^\dagger=1$ would give $(-i)(1)(-i)=-1$.

## Two AOs and two external orbitals

Take orthonormal AOs 1 and 2 with $(11,11)=(22,22)=3$, $(11,22)=(22,11)=1$ and all other integrals zero, in arbitrary units. Let the external orbitals be $+$ and $-$, with coefficients $(1,1)/\sqrt2$ and $(1,-1)/\sqrt2$, and let $T_{+-}=1$ be the only nonzero amplitude. Then

$$D=\tfrac12\begin{pmatrix}1&-1\\1&-1\end{pmatrix},\qquad
K(D)=\tfrac12\begin{pmatrix}3&-1\\1&-3\end{pmatrix},\qquad
C^TK(D)C=\begin{pmatrix}0&2\\1&0\end{pmatrix}.$$

The transformed integrals agree: $(++,--)=\tfrac14(3+1+1+3)=2$ and $(-+,+-)=\tfrac14(3-1-1+3)=1$, while $(++,+-)$ and $(-+,--)$ vanish. Like the one-AO case above, this example only checks the algebra: its external orbitals span the whole basis, leaving no occupied orbital for the pair.

## Quadratic form, electron exchange and rotation

Three further results follow from the AO form.

**Quadratic form.** For $A=B=C$, inserting $E=C^\dagger K(D)C^*$ gives

$$\sum_{ab}T_{ab}^*E_{ab}=\sum_{ml}\Big(\sum_{ab}C_{ma}T_{ab}C_{lb}\Big)^*K(D)_{ml}=\sum_{ml}D_{ml}^*K(D)_{ml}.$$

**Electron exchange.** With the symmetry of the integrals,

$$K(D^T)_{ml}=\sum_{\nu s}(m\nu,ls)D_{s\nu}=\sum_{\nu s}(ls,m\nu)D_{s\nu}=K(D)_{lm}.$$

Since $CT^TC^T=D^T$, transposing $T$ and swapping $A$ with $B$ gives $B^\dagger K(D)^TA^*=E^T$.

**Rotation.** Take $A=B=C$ again, and replace $C$ by $C'=CU$ in all three places and $T$ by $T'=U^\dagger TU^*$, with $UU^\dagger=1$. Then

$$C'T'C'^T=C(UU^\dagger)T(UU^\dagger)^TC^T=CTC^T,$$

so $K$ is unchanged and the outer projections give $E'=U^\dagger EU^*$.

## The Lean file

```lean
import Mathlib

open Matrix

namespace ExternalExchange

variable {𝕜 : Type*} [RCLike 𝕜]
variable {n p q v : Type*} [Fintype n] [Fintype v]

/-- The AO exchange matrix `K(D)_ml = ∑ (mν,ls) D_νs` of a matrix `D`, where `g m ν l s` is the
AO integral `(mν,ls)`. -/
def exchange (g : n → n → n → n → 𝕜) (D : Matrix n n 𝕜) : Matrix n n 𝕜 :=
  Matrix.of fun m l => ∑ ν, ∑ s, g m ν l s * D ν s

/-- The transformed integral `(ac,bd)`, with `a` from the orbitals `A`, `b` from the orbitals `B`,
and `c`, `d` from the external orbitals `C`; the orbitals `a` and `b` enter complex conjugated. -/
def moIntegral (g : n → n → n → n → 𝕜) (A : Matrix n p 𝕜) (B : Matrix n q 𝕜)
    (C : Matrix n v 𝕜) (a : p) (c : v) (b : q) (d : v) : 𝕜 :=
  ∑ m, ∑ l, ∑ ν, ∑ s, star (A m a) * C ν c * star (B l b) * C s d * g m ν l s

/-- The external exchange matrix: transformed integrals `(ac,bd)` contracted with the pair
amplitudes `T_cd`. -/
def externalExchange (g : n → n → n → n → 𝕜) (A : Matrix n p 𝕜) (B : Matrix n q 𝕜)
    (C : Matrix n v 𝕜) (T : Matrix v v 𝕜) : Matrix p q 𝕜 :=
  Matrix.of fun a b => ∑ c, ∑ d, moIntegral g A B C a c b d * T c d

/-- A two-index transformation `X M Yᵀ` written out in matrix elements. -/
theorem sandwich_apply (X : Matrix p n 𝕜) (M : Matrix n v 𝕜) (Y : Matrix q v 𝕜)
    (a : p) (b : q) :
    (X * M * Yᵀ) a b = ∑ m, ∑ l, X a m * Y b l * M m l := by
  simp only [Matrix.mul_apply, Matrix.transpose_apply, Finset.sum_mul]
  refine Finset.sum_comm.trans ?_
  exact Finset.sum_congr rfl fun m _ => Finset.sum_congr rfl fun l _ => by ring

/-- A double sum over orbital labels can be moved inside a sum over AO labels. -/
theorem sum_pull (f : v → v → n → 𝕜) :
    ∑ c, ∑ d, ∑ m, f c d m = ∑ m, ∑ c, ∑ d, f c d m := by
  have h : ∑ c, ∑ d, ∑ m, f c d m = ∑ c, ∑ m, ∑ d, f c d m :=
    Finset.sum_congr rfl fun c _ => Finset.sum_comm
  exact h.trans Finset.sum_comm

/-- For real or complex orbitals, the external exchange matrix is the AO exchange matrix of the
back-transformed amplitudes `C T Cᵀ`, projected onto the orbitals `A` and `B`. -/
theorem externalExchange_eq_ao (g : n → n → n → n → 𝕜) (A : Matrix n p 𝕜) (B : Matrix n q 𝕜)
    (C : Matrix n v 𝕜) (T : Matrix v v 𝕜) :
    externalExchange g A B C T = Aᴴ * exchange g (C * T * Cᵀ) * (Bᴴ)ᵀ := by
  ext a b
  simp only [externalExchange, moIntegral, exchange, Matrix.of_apply, sandwich_apply,
    Matrix.conjTranspose_apply, Finset.sum_mul, Finset.mul_sum]
  -- move the amplitude sums past the four AO sums, one at a time
  refine (sum_pull _).trans (Finset.sum_congr rfl fun m _ => ?_)
  refine (sum_pull _).trans (Finset.sum_congr rfl fun l _ => ?_)
  refine (sum_pull _).trans (Finset.sum_congr rfl fun ν _ => ?_)
  refine (sum_pull _).trans (Finset.sum_congr rfl fun s _ => ?_)
  exact Finset.sum_congr rfl fun c _ => Finset.sum_congr rfl fun d _ => by ring

/-- For real orbitals, the four-external contraction `∑ (ac,bd) T_cd` is the matrix element
`(Cᵀ K(C T Cᵀ) C)_ab`, with `K` built from AO integrals. -/
theorem fourExternal_real (g : n → n → n → n → ℝ) (C : Matrix n v ℝ) (T : Matrix v v ℝ)
    (a b : v) :
    ∑ c, ∑ d, (∑ m, ∑ l, ∑ ν, ∑ s, C m a * C ν c * C l b * C s d * g m ν l s) * T c d
      = (Cᵀ * exchange g (C * T * Cᵀ) * C) a b := by
  have h := externalExchange_eq_ao g C C C T
  rw [Matrix.conjTranspose_eq_transpose_of_trivial, Matrix.transpose_transpose] at h
  rw [← h]
  simp only [externalExchange, moIntegral, Matrix.of_apply, star_trivial]

/-- The four-external quadratic expression `∑ T*_ab (ac,bd) T_cd` equals the contraction of the
conjugated back-transformed amplitudes with their AO exchange matrix. -/
theorem fourExternal_quadratic (g : n → n → n → n → 𝕜) (C : Matrix n v 𝕜) (T : Matrix v v 𝕜) :
    ∑ a, ∑ b, star (T a b) * externalExchange g C C C T a b
      = ∑ m, ∑ l, star ((C * T * Cᵀ) m l) * exchange g (C * T * Cᵀ) m l := by
  rw [externalExchange_eq_ao]
  -- only the outer transformation matters here, so the exchange matrix is kept as a symbol
  generalize exchange g (C * T * Cᵀ) = K
  simp only [sandwich_apply, Matrix.conjTranspose_apply, star_sum, star_mul',
    Finset.sum_mul, Finset.mul_sum]
  refine (sum_pull _).trans (Finset.sum_congr rfl fun m _ => ?_)
  refine (sum_pull _).trans (Finset.sum_congr rfl fun l _ => ?_)
  exact Finset.sum_congr rfl fun a _ => Finset.sum_congr rfl fun b _ => by ring

/-- If the AO integrals are unchanged when the two electrons are exchanged, transposing `D`
transposes its exchange matrix. -/
theorem exchange_transpose (g : n → n → n → n → 𝕜)
    (hg : ∀ m ν l s, g m ν l s = g l s m ν) (D : Matrix n n 𝕜) :
    exchange g Dᵀ = (exchange g D)ᵀ := by
  ext m l
  simp only [exchange, Matrix.of_apply, Matrix.transpose_apply]
  refine Finset.sum_comm.trans ?_
  exact Finset.sum_congr rfl fun x _ => Finset.sum_congr rfl fun y _ =>
    congrArg (· * D x y) (hg m y l x)

/-- If the AO integrals are unchanged when the two electrons are exchanged, transposing the
amplitudes and swapping the projecting orbitals transposes the external exchange matrix. -/
theorem externalExchange_transpose (g : n → n → n → n → 𝕜)
    (hg : ∀ m ν l s, g m ν l s = g l s m ν) (A : Matrix n p 𝕜) (B : Matrix n q 𝕜)
    (C : Matrix n v 𝕜) (T : Matrix v v 𝕜) :
    externalExchange g B A C Tᵀ = (externalExchange g A B C T)ᵀ := by
  have hD : C * Tᵀ * Cᵀ = (C * T * Cᵀ)ᵀ := by
    simp only [Matrix.transpose_mul, Matrix.transpose_transpose, Matrix.mul_assoc]
  rw [externalExchange_eq_ao, externalExchange_eq_ao, hD, exchange_transpose g hg]
  simp only [Matrix.transpose_mul, Matrix.transpose_transpose, Matrix.mul_assoc]

/-- Under a unitary rotation `U` of the external orbitals, with the amplitudes rotated
accordingly, the external exchange matrix transforms in the same way as the amplitudes. -/
theorem externalExchange_rotate [DecidableEq v] (g : n → n → n → n → 𝕜) (C : Matrix n v 𝕜)
    (T U : Matrix v v 𝕜) (hU : U * Uᴴ = 1) :
    externalExchange g (C * U) (C * U) (C * U) (Uᴴ * T * (Uᴴ)ᵀ)
      = Uᴴ * externalExchange g C C C T * (Uᴴ)ᵀ := by
  -- the back-transformed amplitudes are unchanged when orbitals and amplitudes are rotated together
  have hD : (C * U) * (Uᴴ * T * (Uᴴ)ᵀ) * (C * U)ᵀ = C * T * Cᵀ := by
    calc (C * U) * (Uᴴ * T * (Uᴴ)ᵀ) * (C * U)ᵀ
        = C * (U * Uᴴ) * T * (U * Uᴴ)ᵀ * Cᵀ := by
          simp only [Matrix.transpose_mul, Matrix.mul_assoc]
      _ = C * T * Cᵀ := by
          rw [hU, Matrix.transpose_one, Matrix.mul_one, Matrix.mul_one]
  rw [externalExchange_eq_ao, externalExchange_eq_ao, hD]
  simp only [Matrix.conjTranspose_mul, Matrix.transpose_mul, Matrix.mul_assoc]

end ExternalExchange
```

```lean
#print axioms ExternalExchange.fourExternal_real
#print axioms ExternalExchange.fourExternal_quadratic
#print axioms ExternalExchange.externalExchange_transpose
#print axioms ExternalExchange.externalExchange_rotate
```

```
'ExternalExchange.fourExternal_real' depends on axioms: [propext, Classical.choice, Quot.sound]
'ExternalExchange.fourExternal_quadratic' depends on axioms: [propext, Classical.choice, Quot.sound]
'ExternalExchange.externalExchange_transpose' depends on axioms: [propext, Classical.choice, Quot.sound]
'ExternalExchange.externalExchange_rotate' depends on axioms: [propext, Classical.choice, Quot.sound]
```

## How the sums are reordered

`sandwich_apply` writes an element of $XMY^T$ as a double sum. In the main proof it serves twice, for the outer projection and for $CTC^T$. `sum_pull` moves a double orbital sum inside one AO sum.

After `simp only` has expanded both sides of `externalExchange_eq_ao`, they contain the same six sums in different orders. Four uses of `sum_pull` carry the sums over $c,d$ past $m,l,\nu,s$, and `ring` matches the products. This is the regrouping done by hand above. `fourExternal_real` then sets all three orbital sets equal and removes the conjugations.

In `fourExternal_quadratic`, `generalize` replaces the exchange matrix by a symbol `K`, because only the outer sums need reordering; two uses of `sum_pull` suffice. `exchange_transpose` swaps the two AO sums and applies the integral symmetry `hg`, and `externalExchange_transpose` carries the result through the projections. In `externalExchange_rotate`, the intermediate result `hD` is the invariance of the back-transformed amplitudes, after which only the outer factors of $U$ remain.
